# A nonzero antisymmetric space–spin product of three or more electrons has total spin $N/2$

To ask which products $f(x)\,\chi(s)$ of a spatial function and a spin function obey the Pauli principle, one must fix how a permutation of the $N$ electrons acts. Here the positions $x$ and the spin labels $s$ are functions of the electron index, and a permutation $\sigma$ acts by composition, sending $x$ to $x\circ\sigma$ and $s$ to $s\circ\sigma$.

```lean
import Mathlib

open Equiv Function

namespace SpaceSpinFactorisation

noncomputable section

variable {N d : ℕ} {X Y : Type*}

/-- A function of `N` particle labels changes by the sign of each permutation of the particles. -/
def IsAntisymmetric (f : (Fin N → Y) → ℂ) : Prop :=
  ∀ (σ : Perm (Fin N)) (x : Fin N → Y), f (x ∘ σ) = ((Perm.sign σ : ℤ) : ℂ) * f x

/-- A function of `N` particle labels is unchanged by each permutation of the particles. -/
def IsTotallySymmetric (f : (Fin N → Y) → ℂ) : Prop :=
  ∀ (σ : Perm (Fin N)) (x : Fin N → Y), f (x ∘ σ) = f x

/-- The Pauli principle: a space-spin function changes by the sign of each permutation
that acts on positions and spins together. -/
def JointlyAntisymmetric (Ψ : (Fin N → X) → (Fin N → Y) → ℂ) : Prop :=
  ∀ (σ : Perm (Fin N)) (x : Fin N → X) (s : Fin N → Y),
    Ψ (x ∘ σ) (s ∘ σ) = ((Perm.sign σ : ℤ) : ℂ) * Ψ x s

/-- The three Pauli matrices. -/
def pauli : Fin 3 → Matrix (Fin 2) (Fin 2) ℂ :=
  ![!![0, 1; 1, 0], !![0, -Complex.I; Complex.I, 0], !![1, 0; 0, -1]]

/-- The Pauli matrix `a` acting on the spin of electron `i`. -/
def pauliAt (a : Fin 3) (i : Fin N) (χ : (Fin N → Fin 2) → ℂ) (s : Fin N → Fin 2) : ℂ :=
  ∑ t, pauli a (s i) t * χ (update s i t)

/-- The operator `S²` in units of ħ²: the sum, over all ordered pairs of electrons and each electron
with itself, of the scalar product of their spins, each spin being half its Pauli matrices. -/
def spinSq (χ : (Fin N → Fin 2) → ℂ) (s : Fin N → Fin 2) : ℂ :=
  1 / 4 * ∑ i, ∑ j, ∑ a, pauliAt a i (pauliAt a j χ) s

/-- A function that changes sign under every exchange of two particles is antisymmetric. -/
theorem antisymmetric_of_exchange {f : (Fin N → Y) → ℂ}
    (h : ∀ i j, i ≠ j → ∀ x, f (x ∘ swap i j) = -f x) : IsAntisymmetric f := by
  intro σ
  refine Perm.swap_induction_on σ ?_ ?_
  · intro x
    simp
  · intro τ i j hij ih x
    have e : f (x ∘ (swap i j * τ : Perm (Fin N))) = f ((x ∘ swap i j) ∘ τ) := rfl
    rw [e, ih, h i j hij, Perm.sign_mul, Perm.sign_swap hij]
    push_cast
    ring

/-- In a jointly antisymmetric product, exchanging two electrons with equal spin labels, in a
configuration where the spin function is nonzero, flips the sign of the spatial function. -/
theorem exchange_of_equal_spins {f : (Fin N → X) → ℂ} {χ : (Fin N → Y) → ℂ}
    (h : JointlyAntisymmetric fun x s => f x * χ s) {s : Fin N → Y} (h0 : χ s ≠ 0)
    {i j : Fin N} (hij : i ≠ j) (heq : s i = s j) (x : Fin N → X) :
    f (x ∘ swap i j) = -f x := by
  have hs : s ∘ swap i j = s := by
    funext k
    change s (swap i j k) = s k
    rw [swap_apply_def]
    split_ifs with h1 h2
    · rw [h1, heq]
    · rw [h2, heq]
    · rfl
  have e := h (swap i j) x s
  simp only [hs, Perm.sign_swap hij, Units.val_neg, Units.val_one, Int.cast_neg,
    Int.cast_one] at e
  apply mul_right_cancel₀ h0
  linear_combination e

/-- For nonzero `f` and `χ` and fewer spin states than particles, the product `f(x) χ(s)` obeys
the Pauli principle exactly when `f` is antisymmetric and `χ` is totally symmetric. -/
theorem product_antisymmetric_iff {f : (Fin N → X) → ℂ} {χ : (Fin N → Fin d) → ℂ}
    (hf : f ≠ 0) (hχ : χ ≠ 0) (hd : d < N) :
    JointlyAntisymmetric (fun x s => f x * χ s) ↔ IsAntisymmetric f ∧ IsTotallySymmetric χ := by
  constructor
  · intro h
    obtain ⟨x₀, hx₀⟩ := Function.ne_iff.mp hf
    obtain ⟨s₀, hs₀⟩ := Function.ne_iff.mp hχ
    have hx : f x₀ ≠ 0 := hx₀
    have hs : χ s₀ ≠ 0 := hs₀
    have hsg : ∀ π : Perm (Fin N), ((Perm.sign π : ℤ) : ℂ) ≠ 0 := fun π => by
      exact_mod_cast (Perm.sign π).ne_zero
    -- each permutation multiplies `f` by a number
    have scale : ∀ π : Perm (Fin N), ∃ c : ℂ, ∀ y, f (y ∘ π) = c * f y := by
      intro π
      have hπ : χ (s₀ ∘ π) ≠ 0 := by
        intro h0
        have e := h π x₀ s₀
        simp only [h0, mul_zero] at e
        exact mul_ne_zero (hsg π) (mul_ne_zero hx hs) e.symm
      refine ⟨((Perm.sign π : ℤ) : ℂ) * χ s₀ / χ (s₀ ∘ π), fun y => ?_⟩
      have e : f (y ∘ π) * χ (s₀ ∘ π) = ((Perm.sign π : ℤ) : ℂ) * (f y * χ s₀) := h π y s₀
      rw [div_mul_eq_mul_div, eq_div_iff hπ]
      linear_combination e
    -- two particles share a spin label, and all exchanges are conjugate to theirs
    obtain ⟨i, j, hij, heq⟩ := Fintype.exists_ne_map_eq_of_card_lt s₀ (by simpa using hd)
    have hA : IsAntisymmetric f := by
      refine antisymmetric_of_exchange fun k l hkl x => ?_
      obtain ⟨ρ, hρ⟩ := isConj_iff.mp (Perm.isConj_swap hij hkl)
      obtain ⟨c, hc⟩ := scale ρ⁻¹
      have e1 : f (x ∘ swap k l) = f (((x ∘ ρ) ∘ swap i j) ∘ (ρ⁻¹ : Perm (Fin N))) := by
        rw [← hρ]
        rfl
      have e2 : (x ∘ ρ) ∘ (ρ⁻¹ : Perm (Fin N)) = x := by
        funext m
        simp
      have e3 := hc (x ∘ ρ)
      rw [e2] at e3
      rw [e1, hc, exchange_of_equal_spins h hs hij heq, e3]
      ring
    refine ⟨hA, fun σ s => ?_⟩
    have e : f (x₀ ∘ σ) * χ (s ∘ σ) = ((Perm.sign σ : ℤ) : ℂ) * (f x₀ * χ s) := h σ x₀ s
    rw [hA σ x₀] at e
    apply mul_left_cancel₀ (mul_ne_zero (hsg σ) hx)
    linear_combination e
  · rintro ⟨hA, hS⟩ σ x s
    change f (x ∘ σ) * χ (s ∘ σ) = _ * (f x * χ s)
    rw [hA, hS]
    ring

/-- Completeness of the Pauli matrices: their summed products are twice the exchange of two
spins minus the identity. -/
theorem pauli_completeness (p q t u : Fin 2) :
    ∑ a, pauli a p t * pauli a q u =
      2 * (if p = u ∧ q = t then 1 else 0) - (if p = t ∧ q = u then 1 else 0) := by
  have h0 : pauli 0 = !![0, 1; 1, 0] := rfl
  have h1 : pauli 1 = !![0, -Complex.I; Complex.I, 0] := rfl
  have h2 : pauli 2 = !![1, 0; 0, -1] := rfl
  rw [Fin.sum_univ_three, h0, h1, h2]
  fin_cases p <;> fin_cases q <;> fin_cases t <;> fin_cases u <;> norm_num

/-- `S²` in exchange form: each electron contributes 3/4, and each ordered pair of distinct
electrons contributes a quarter of twice their spin exchange minus one. -/
theorem spinSq_eq_exchange (χ : (Fin N → Fin 2) → ℂ) (s : Fin N → Fin 2) :
    spinSq χ s = 1 / 4 * ∑ i, ∑ j,
      if i = j then 3 * χ s else 2 * χ (s ∘ swap i j) - χ s := by
  rw [spinSq]
  congr 1
  refine Finset.sum_congr rfl fun i _ => Finset.sum_congr rfl fun j _ => ?_
  split_ifs with hij
  · -- one electron: the squares of the Pauli matrices add up to 3
    subst hij
    have key : ∀ (g : Fin 2 → ℂ) (p : Fin 2),
        ∑ a, ∑ t, pauli a p t * ∑ u, pauli a t u * g u = 3 * g p := by
      intro g p
      calc _ = ∑ t, ∑ u, (∑ a, pauli a p t * pauli a t u) * g u := by
            simp only [Fin.sum_univ_two, Fin.sum_univ_three]
            ring
        _ = _ := by
            simp only [pauli_completeness]
            fin_cases p <;> simp [Fin.sum_univ_two] <;> ring
    have e := key (fun u => χ (update s i u)) (s i)
    simp only [update_eq_self] at e
    simp only [pauliAt, update_self, update_idem]
    exact e
  · -- two electrons: completeness produces the exchange
    have key : ∀ (g : Fin 2 → Fin 2 → ℂ) (p q : Fin 2),
        ∑ a, ∑ t, pauli a p t * ∑ u, pauli a q u * g t u = 2 * g q p - g p q := by
      intro g p q
      calc _ = ∑ t, ∑ u, (∑ a, pauli a p t * pauli a q u) * g t u := by
            simp only [Fin.sum_univ_two, Fin.sum_univ_three]
            ring
        _ = _ := by
            simp only [pauli_completeness]
            fin_cases p <;> fin_cases q <;> simp [Fin.sum_univ_two] <;> ring
    have e1 : update (update s i (s j)) j (s i) = s ∘ swap i j := by
      funext k
      by_cases hj : k = j
      · subst hj
        simp
      · by_cases hi : k = i
        · subst hi
          simp [hj]
        · simp [hi, hj, swap_apply_of_ne_of_ne hi hj]
    have e2 : update (update s i (s i)) j (s j) = s := by simp
    have e := key (fun t u => χ (update (update s i t) j u)) (s i) (s j)
    beta_reduce at e
    rw [e1, e2] at e
    simp only [pauliAt, update_of_ne (Ne.symm hij)]
    exact e

/-- If a product of a nonzero spatial and a nonzero spin function of `N ≥ 3` electrons obeys the
Pauli principle, then `S²` acts on the spin function as `S(S + 1)` with `S = N/2`. -/
theorem product_maximal_spin {f : (Fin N → X) → ℂ} {χ : (Fin N → Fin 2) → ℂ}
    (hf : f ≠ 0) (hχ : χ ≠ 0) (hN : 3 ≤ N)
    (h : JointlyAntisymmetric fun x s => f x * χ s) :
    spinSq χ = ((N : ℂ) / 2 * ((N : ℂ) / 2 + 1)) • χ := by
  have hS := ((product_antisymmetric_iff hf hχ (by omega)).mp h).2
  funext s
  have e : ∀ i j : Fin N, (if i = j then 3 * χ s else 2 * χ (s ∘ swap i j) - χ s)
      = χ s + if i = j then 2 * χ s else 0 := by
    intro i j
    rw [hS (swap i j) s]
    split_ifs <;> ring
  rw [spinSq_eq_exchange]
  simp only [e, Finset.sum_add_distrib, Finset.sum_ite_eq, Finset.mem_univ, if_true,
    Finset.sum_const, Finset.card_univ, Fintype.card_fin, nsmul_eq_mul, Pi.smul_apply,
    smul_eq_mul]
  ring


/-- The Slater determinant of `N` particles in `N` distinct site orbitals, without the normalising
factor `1/√(N!)`. -/
def slater (x : Fin N → Fin N) : ℂ := ((1 : Matrix (Fin N) (Fin N) ℂ).submatrix x id).det

/-- The unnormalised Slater determinant `slater` times the constant spin function 1 obeys the Pauli
principle, and the determinant equals one when particle `i` sits on site `i`. -/
theorem product_antisymmetric_witness :
    JointlyAntisymmetric (fun (x : Fin N → Fin N) (_ : Fin N → Fin 2) => slater x * 1) ∧
      slater (id : Fin N → Fin N) = 1 := by
  refine ⟨fun σ x s => ?_, by simp [slater]⟩
  have e : slater (x ∘ σ) = ((Perm.sign σ : ℤ) : ℂ) * slater x :=
    Matrix.det_permute σ ((1 : Matrix (Fin N) (Fin N) ℂ).submatrix x id)
  change slater (x ∘ σ) * 1 = _ * (slater x * 1)
  rw [e]
  ring

end

end SpaceSpinFactorisation
```

```lean
#print axioms SpaceSpinFactorisation.product_antisymmetric_iff
#print axioms SpaceSpinFactorisation.product_maximal_spin
```

```
'SpaceSpinFactorisation.product_antisymmetric_iff' depends on axioms: [propext, Classical.choice, Quot.sound]
'SpaceSpinFactorisation.product_maximal_spin' depends on axioms: [propext, Classical.choice, Quot.sound]
```

## Positions, spin labels and the operator $S^2$

The positions take values in an arbitrary type `X`, which may be three-dimensional space or a finite set of lattice sites. The spin labels take values in `Fin d`; for electrons $d=2$, with label 0 for spin up and 1 for spin down. Electrons are numbered from 0 to $N-1$.

Writing $\varepsilon(\sigma)=\pm1$ for the sign of $\sigma$, the Pauli principle `JointlyAntisymmetric` reads, for the product,

$$f(x\circ\sigma)\,\chi(s\circ\sigma)=\varepsilon(\sigma)\,f(x)\,\chi(s)\qquad\text{for all }\sigma,x,s. \tag{1}$$

`IsAntisymmetric` and `IsTotallySymmetric` describe a single function that is multiplied by $\varepsilon(\sigma)$ or left unchanged.

The letter $\sigma$ is taken by permutations, so the Pauli matrices are written $T^a$ below, with $a=0,1,2$ for the $x$, $y$ and $z$ components. `pauliAt a i` lets $T^a$ act on electron $i$ alone; call this operator $T^a_i$. In units of $\hbar^2$, `spinSq` is

$$S^2=\tfrac14\sum_{i,j}\sum_a T^a_i\,T^a_j ,$$

which is the square of the total spin $\tfrac12\sum_i \mathbf T_i$ multiplied out.

## What is proved about the two factors

`product_antisymmetric_iff` takes nonzero $f$ and $\chi$ and assumes $d<N$, fewer spin states than particles. The product then satisfies (1) exactly when $f$ is antisymmetric and $\chi$ is totally symmetric. `product_maximal_spin` specialises to $d=2$ and $N\ge3$ and concludes that

$$S^2\chi=\tfrac N2\left(\tfrac N2+1\right)\chi .$$

Since $\chi\neq0$, it is an eigenfunction with $S=N/2$, the largest total spin that the usual addition of $N$ spins $\tfrac12$ allows.

No Hamiltonian enters, and $f$ may be correlated in any way. In electronic structure this means that a state of three or more electrons with lower spin, such as a doublet of three electrons or a closed-shell singlet of four, is never a single product $f\chi$; it needs a sum of such products.

Both functions are defined at every point, and (1) holds at every point. Wave functions in a Hilbert space are fixed only up to sets of measure zero, and passing to that setting is a further step, which is immediate when $f$ is continuous.

## Equal spin labels force the sign of $f$

Suppose that (1) holds, and choose $x_0$ and $s_0$ with $f(x_0)\neq0$ and $\chi(s_0)\neq0$.

**Each permutation rescales $f$.** With $x=x_0$ and $s=s_0$, the right side of (1) is nonzero for every permutation $\pi$, so $\chi(s_0\circ\pi)\neq0$. Dividing by it gives, for all $y$,

$$f(y\circ\pi)=c_\pi f(y),\qquad c_\pi=\frac{\varepsilon(\pi)\,\chi(s_0)}{\chi(s_0\circ\pi)} .$$

This is the step `scale` in the Lean proof.

**One exchange flips $f$.** There are more electrons than labels, so two electrons $i\neq j$ have $s_0(i)=s_0(j)$. Exchanging them leaves $s_0$ as it was, and (1) becomes $f(x\circ(i\,j))\,\chi(s_0)=-f(x)\,\chi(s_0)$. Cancelling $\chi(s_0)$ gives $f(x\circ(i\,j))=-f(x)$, which is `exchange_of_equal_spins`.

**Every exchange flips $f$.** For another pair $k\neq l$ there is a permutation $\rho$ with $\rho\,(i\,j)\,\rho^{-1}=(k\,l)$. With $c=c_{\rho^{-1}}$,

$$\begin{aligned}
f(x\circ(k\,l))&=f\big(((x\circ\rho)\circ(i\,j))\circ\rho^{-1}\big)\\
&=c\,f\big((x\circ\rho)\circ(i\,j)\big)\\
&=-c\,f(x\circ\rho)\\
&=-f(x\circ\rho\circ\rho^{-1})=-f(x).
\end{aligned}$$

Lean obtains $\rho$ from `Perm.isConj_swap`, and the equations `e1`, `e2` and `e3` assemble this chain.

**Exchanges generate all permutations.** If $f$ picks up $\varepsilon(\tau)$ under $\tau$, then

$$f(x\circ(i\,j)\tau)=\varepsilon(\tau)\,f(x\circ(i\,j))=-\varepsilon(\tau)\,f(x),$$

and $-\varepsilon(\tau)$ is the sign of $(i\,j)\tau$. The induction in `antisymmetric_of_exchange` starts from the identity and adds one exchange at a time, so $f$ is antisymmetric.

**The spin function is symmetric.** Put $x=x_0$ in (1) and use the antisymmetry of $f$:

$$\varepsilon(\sigma)\,f(x_0)\,\chi(s\circ\sigma)=\varepsilon(\sigma)\,f(x_0)\,\chi(s).$$

Cancelling the nonzero factor $\varepsilon(\sigma)f(x_0)$ leaves $\chi(s\circ\sigma)=\chi(s)$.

The converse follows by multiplying the two symmetry rules.

## From spin exchange to the eigenvalue

The Pauli matrices satisfy

$$\sum_a T^a_{pt}\,T^a_{qu}=2\,\delta_{pu}\delta_{qt}-\delta_{pt}\delta_{qu}.$$

`pauli_completeness` checks this for all sixteen choices of the four indices.

For $i\neq j$, set $p=s(i)$ and $q=s(j)$. The first term on the right hands each electron the other's label, and the second changes nothing, so

$$\sum_a (T^a_iT^a_j\chi)(s)=2\,\chi(s\circ(i\,j))-\chi(s).$$

For $i=j$, the two matrices act on the same electron and are multiplied:

$$\sum_a\sum_t T^a_{pt}T^a_{tu}=\sum_t\left(2\,\delta_{pu}-\delta_{pt}\delta_{tu}\right)=4\,\delta_{pu}-\delta_{pu}=3\,\delta_{pu}.$$

Together these give `spinSq_eq_exchange`. Its two `key` statements are the same sums for a general function of one or two labels, and `e1` identifies the exchanged labels with $s\circ(i\,j)$.

When $\chi$ is symmetric, each of the $N(N-1)$ ordered pairs of distinct electrons contributes $2\chi-\chi=\chi$, and each of the $N$ diagonal terms contributes $3\chi$. Hence

$$S^2\chi=\tfrac14\left[3N+N(N-1)\right]\chi=\tfrac{N(N+2)}4\,\chi=\tfrac N2\left(\tfrac N2+1\right)\chi .$$

The proof of `product_maximal_spin` groups the terms slightly differently: every pair $(i,j)$ gives $\chi$, and the diagonal adds $2\chi$, for a total of $N^2+2N$ before the factor $\tfrac14$.

## Three electrons in numbers

Take the normalised symmetric function with one spin down, equal to $1/\sqrt3$ on $(0,0,1)$, $(0,1,0)$ and $(1,0,0)$ and zero elsewhere. At $(0,0,1)$ the diagonal terms give $9/\sqrt3$ and the six ordered pairs give $6/\sqrt3$. The result is $\tfrac{15}4\cdot\tfrac1{\sqrt3}$, and $\tfrac{15}4=\tfrac32\cdot\tfrac52$.

Compare the doublet with $\chi(0,1,0)=1/\sqrt2$, $\chi(1,0,0)=-1/\sqrt2$ and zero elsewhere. At $(0,1,0)$, in units of $1/\sqrt2$, the diagonal gives 9. The pairs $\{0,1\}$, $\{0,2\}$ and $\{1,2\}$ give $-3$, $1$ and $-1$, each counted twice. The eigenvalue is $\tfrac14(9-6)=\tfrac34$, so $S=\tfrac12$. This function is not symmetric, and no nonzero $f$ turns it into an antisymmetric product.

## Two electrons, and a product for every $N$

With two electrons and two labels, the configuration $(0,1)$ has no repeated label, and the argument stops at the exchange of equal spins. Any nonzero $f$ that is unchanged when the two positions are exchanged, times the singlet with $\chi(0,1)=1/\sqrt2$, $\chi(1,0)=-1/\sqrt2$ and zero elsewhere, does satisfy (1). For it $S^2\chi=\tfrac14(6-6)\chi=0$, so $N\ge3$ cannot be relaxed to $N\ge2$. The familiar closed-shell picture of helium, with both electrons in one orbital, is a product of this kind.

For every $N$, `product_antisymmetric_witness` supplies an antisymmetric product that is not zero: a determinant of $N$ site orbitals times the constant spin function 1. The function `slater` omits the usual factor $1/\sqrt{N!}$, so its value 1 with particle $i$ on site $i$ becomes $1/\sqrt{N!}$ after normalisation. The normalised spin function is $2^{-N/2}$ everywhere, which describes all spins pointing along $+x$.
